# For a < 0, v < 0 and u + v > 0, the Landau free energy with cubic anisotropy is lowest exactly at the axis points of squared length −a/(2(u + v))

The theorem `axis_minimizers` concerns the Landau free energy a|x|² + u|x|⁴ + v∑xᵢ⁴ of an order parameter x with n real components, where n is finite and at least 1; there is no gradient term and no external field. It states that, for a < 0, v < 0 and u + v > 0, x is a global minimizer if and only if one component has square −a/(2(u + v)) and all the others vanish. The proof writes the energy as a constant plus two non-negative terms, both zero at such points. To show that every minimizer has this form, it compares the minimizer with a point on an axis, so that both terms must vanish.

Lean 4 with Mathlib refuses this proof:

```lean
import Mathlib

open Finset

namespace AxisMinimizers

noncomputable section

variable {n : ℕ} {a u v : ℝ}

/-- Landau free energy of an `n`-component order parameter with cubic anisotropy `v`:
`a |x|² + u |x|⁴ + v ∑ xᵢ⁴`, where `|x|² = ∑ xᵢ²`. -/
def landau (a u v : ℝ) (x : Fin n → ℝ) : ℝ :=
  a * (∑ i, x i ^ 2) + u * (∑ i, x i ^ 2) ^ 2 + v * ∑ i, x i ^ 4

/-- The order parameter `x` has the lowest free energy among all order parameters. -/
def IsGlobalMin (a u v : ℝ) (x : Fin n → ℝ) : Prop :=
  ∀ y : Fin n → ℝ, landau a u v x ≤ landau a u v y

/-- If `a = -2(u+v)r`, the free energy is a constant plus `u+v` times the square of `|x|² - r` and
`-v` times a term that couples different components. -/
theorem landau_axis_form {r : ℝ} (hr : a = -2 * (u + v) * r) (x : Fin n → ℝ) :
    landau a u v x = -((u + v) * r ^ 2) + (u + v) * ((∑ i, x i ^ 2) - r) ^ 2
      + -v * ∑ i, x i ^ 2 * ((∑ j, x j ^ 2) - x i ^ 2) := by
  have h1 : ∑ i, x i ^ 2 * ((∑ j, x j ^ 2) - x i ^ 2)
      = (∑ i, x i ^ 2) * (∑ i, x i ^ 2) - ∑ i, x i ^ 4 := by
    rw [Finset.sum_mul, ← Finset.sum_sub_distrib]
    exact Finset.sum_congr rfl fun i _ => by ring
  rw [landau, h1, hr]
  ring

/-- For `a < 0`, `v < 0`, `u + v > 0` and `n ≥ 1`, the global minimizers are exactly the
points on a coordinate axis with squared length `-a/(2(u+v))`. -/
theorem axis_minimizers (hn : 0 < n) (ha : a < 0) (hv : v < 0) (hs : 0 < u + v)
    (x : Fin n → ℝ) : IsGlobalMin a u v x ↔
      ∃ i, x i ^ 2 = -a / (2 * (u + v)) ∧ ∀ j, j ≠ i → x j = 0 := by
  obtain ⟨r, hr⟩ : ∃ r, r = -a / (2 * (u + v)) := ⟨_, rfl⟩
  have hr0 : 0 < r := by rw [hr]; exact div_pos (by linarith) (by linarith)
  have har : a = -2 * (u + v) * r := by
    linear_combination (eq_div_iff (mul_pos two_pos hs).ne').1 hr
  rw [← hr]
  have val : ∀ y : Fin n → ℝ, (∃ i, y i ^ 2 = r ∧ ∀ j, j ≠ i → y j = 0) →
      landau a u v y = -((u + v) * r ^ 2) := by
    rintro y ⟨i, hi, h0⟩
    have h2 : ∑ j, y j ^ 2 = r :=
      (Finset.sum_eq_single i (fun j _ hj => by simp [h0 j hj]) (by simp)).trans hi
    have h4 : ∑ j, y j ^ 4 = r ^ 2 :=
      (Finset.sum_eq_single i (fun j _ hj => by simp [h0 j hj]) (by simp)).trans
        (by rw [← hi]; ring)
    rw [landau, h2, h4, har]
    ring
  have hT : ∀ (y : Fin n → ℝ) (i : Fin n), 0 ≤ y i ^ 2 * ((∑ j, y j ^ 2) - y i ^ 2) :=
    fun y i => mul_nonneg (sq_nonneg _) (sub_nonneg.2
      (Finset.single_le_sum (f := fun j => y j ^ 2) (fun j _ => sq_nonneg _)
        (Finset.mem_univ i)))
  have hA := fun y : Fin n → ℝ => mul_nonneg hs.le (sq_nonneg ((∑ i, y i ^ 2) - r))
  have hB := fun y : Fin n → ℝ =>
    mul_nonneg (neg_pos.2 hv).le (Finset.sum_nonneg fun i (_ : i ∈ Finset.univ) => hT y i)
  constructor
  · intro h
    -- compare with a point on an axis: both excess terms must vanish
    obtain ⟨k⟩ : Nonempty (Fin n) := ⟨⟨0, hn⟩⟩
    have h1 := h fun j => if j = k then √r else 0
    rw [val _ ⟨k, by simp [Real.sq_sqrt hr0.le], fun j hj => by simp [hj]⟩,
      landau_axis_form har x] at h1
    have hS := (mul_eq_zero.1 (le_antisymm (by linarith [hB x]) (hA x))).resolve_left hs.ne'
    have hS' : ∑ i, x i ^ 2 = r := sub_eq_zero.1 ((pow_eq_zero_iff two_ne_zero).1 hS)
    have hW := (mul_eq_zero.1 (le_antisymm (by linarith [hA x]) (hB x))).resolve_left
      (neg_pos.2 hv).ne'
    obtain ⟨i, hi⟩ : ∃ i, x i ≠ 0 := by
      by_contra hall
      push Not at hall
      have hz : ∑ i, x i ^ 2 = 0 := by simp [hall]
      linarith
    have hi2 := (mul_eq_zero.1 ((Finset.sum_eq_zero_iff_of_nonneg
      (fun i _ => hT x i)).1 hW i (Finset.mem_univ i))).resolve_left (pow_ne_zero 2 hi)
    refine ⟨i, by linarith, fun j hj => ?_⟩
    -- one component already exhausts the norm
    have he : x i ^ 2 + ∑ k ∈ Finset.univ.erase i, x k ^ 2 = ∑ k, x k ^ 2 :=
      Finset.add_sum_erase Finset.univ (fun k => x k ^ 2) (Finset.mem_univ i)
    have hj2 : x j ^ 2 ≤ ∑ k ∈ Finset.univ.erase i, x k ^ 2 :=
      Finset.single_le_sum (f := fun k => x k ^ 2) (fun k _ => sq_nonneg _)
        (Finset.mem_erase.2 ⟨hj, Finset.mem_univ j⟩)
    exact (pow_eq_zero_iff two_ne_zero).1 (le_antisymm (by linarith) (sq_nonneg _))
  · intro h y
    rw [val x h, landau_axis_form har y]
    linarith [hA y, hB y]

end

end AxisMinimizers
```

Lean reports:

```
Main.lean:64:21: error: `simp` made no progress
Main.lean:64:64: error: `simp` made no progress
Main.lean:65:6: error: Tactic `rewrite` failed: Did not find an occurrence of the pattern
  landau a u v x
in the target expression
  -((u + v) * r ^ 2) ≤ landau a u v fun j => if j = k then √r else 0

case mp
n : ℕ
a u v : ℝ
hn : 0 < n
ha : a < 0
hv : v < 0
hs : 0 < u + v
x : Fin n → ℝ
r : ℝ
hr : r = -a / (2 * (u + v))
hr0 : 0 < r
har : a = -2 * (u + v) * r
val : ∀ (y : Fin n → ℝ), (∃ i, y i ^ 2 = r ∧ ∀ (j : Fin n), j ≠ i → y j = 0) → landau a u v y = -((u + v) * r ^ 2)
hT : ∀ (y : Fin n → ℝ) (i : Fin n), 0 ≤ y i ^ 2 * (∑ j, y j ^ 2 - y i ^ 2)
hA : ∀ (y : Fin n → ℝ), 0 ≤ (u + v) * (∑ i, y i ^ 2 - r) ^ 2
hB : ∀ (y : Fin n → ℝ), 0 ≤ -v * ∑ i, y i ^ 2 * (∑ j, y j ^ 2 - y i ^ 2)
h : IsGlobalMin a u v x
k : Fin n
h1 : -((u + v) * r ^ 2) ≤ landau a u v fun j => if j = k then √r else 0
⊢ ∃ i, x i ^ 2 = r ∧ ∀ (j : Fin n), j ≠ i → x j = 0
```

Lean accepts the file once it reads:

```diff
@@ -61,7 +61,9 @@
     -- compare with a point on an axis: both excess terms must vanish
     obtain ⟨k⟩ : Nonempty (Fin n) := ⟨⟨0, hn⟩⟩
+    have hk : landau a u v (fun j : Fin n => if j = k then √r else 0)
+        = -((u + v) * r ^ 2) :=
+      val _ ⟨k, by simp [Real.sq_sqrt hr0.le], fun j hj => by simp [hj]⟩
     have h1 := h fun j => if j = k then √r else 0
-    rw [val _ ⟨k, by simp [Real.sq_sqrt hr0.le], fun j hj => by simp [hj]⟩,
-      landau_axis_form har x] at h1
+    rw [hk, landau_axis_form har x] at h1
     have hS := (mul_eq_zero.1 (le_antisymm (by linarith [hB x]) (hA x))).resolve_left hs.ne'
     have hS' : ∑ i, x i ^ 2 = r := sub_eq_zero.1 ((pow_eq_zero_iff two_ne_zero).1 hS)
```

What went wrong. In the failing `rw`, the argument `_` of `val` should stand for the axis point `fun j => if j = k then √r else 0`, but nothing in the term says so. `rw` postpones the `by simp` proofs until after it has matched the equation against `h1`, so they play no part in choosing `_`. The pattern is `landau a u v` applied to anything, and its first match is the left side of `h1`. So `_` becomes the minimizer `x`, and the wrong side is replaced by `-((u + v) * r ^ 2)`, as the printed `h1` shows.

The postponed proofs then have to show `x k ^ 2 = r` and, for `j ≠ k`, `x j = 0`. Nothing is known about the components of `x` at this point and there is no `if` to evaluate, so both `simp` calls report no progress. Lean carries on after these errors, and the next rewrite, with `landau_axis_form har x`, finds no `landau a u v x` left in `h1`.

The repair first proves `hk`, whose statement names the axis point. This fixes `_` before the `simp` calls run, so they can evaluate the `if`. Rewriting with `hk` then changes only the right side of `h1` and leaves `landau a u v x` for `landau_axis_form`.
